# Thermal area law for two coupled finite classical systems: mutual information at most 2b·max|V| at inverse temperature b ≥ 0

If all one knows about two parts of a system is how many states each has, their mutual information can be as large as the logarithm of the smaller number. For two blocks of a spin lattice that is proportional to the number of sites in the smaller block, so an estimate of the correlations between them has to allow for growth with volume. In thermal equilibrium there is also a limit set by the temperature and the largest absolute value of the coupling energy, and the sizes of the parts enter it only through that value.

The setting is a probability distribution over finitely many joint states. It applies to a quantum system when the Hamiltonian is diagonal in a product basis of finite dimension, as for Ising spins without a transverse field. The better-known thermal area law for quantum states also admits noncommuting terms and uses density matrices, which do not appear here.

## Energies, Gibbs weights and entropies

The first part has states i in a finite set `ι`, the second has states j in a finite set `κ`, and a joint state is a pair x = (i, j), with `x.1` for i and `x.2` for j. The letter `α` stands for any finite set of states.

```lean
import Mathlib

open Finset

namespace ThermalAreaLaw

noncomputable section

variable {α ι κ : Type*} [Fintype α] [Fintype ι] [Fintype κ]
```

The energy consists of local terms A and B and a coupling V, all real and otherwise arbitrary:

E(x) = A(i) + B(j) + V(x).

```lean
/-- Energy of two subsystems with local energies `A`, `B` and coupling `V`. -/
def energy (A : ι → ℝ) (B : κ → ℝ) (V : ι × κ → ℝ) (x : ι × κ) : ℝ :=
  A x.1 + B x.2 + V x
```

At inverse temperature b, in units of inverse energy, the partition function is Z = Σ_y exp(−b E(y)).

```lean
/-- The partition function at inverse temperature `b`. -/
def partitionFn (b : ℝ) (E : α → ℝ) : ℝ := ∑ y, Real.exp (-b * E y)
```

The Gibbs distribution is p(x) = exp(−b E(x)) / Z.

```lean
/-- The Gibbs distribution at inverse temperature `b`, on a nonempty set of states. -/
def gibbs (b : ℝ) (E : α → ℝ) (x : α) : ℝ := Real.exp (-b * E x) / partitionFn b E
```

The entropy is S(p) = −Σₓ p(x) log p(x), with the natural logarithm and Boltzmann's constant set to one.

```lean
/-- The Shannon entropy, in units of the Boltzmann constant. -/
def entropy (p : α → ℝ) : ℝ := -∑ x, p x * Real.log (p x)
```

The marginals describe one part when the other is ignored: p₁(i) = Σⱼ p(i, j),

```lean
/-- The marginal distribution of the first subsystem. -/
def marg₁ (p : ι × κ → ℝ) (i : ι) : ℝ := ∑ j, p (i, j)
```

and p₂(j) = Σᵢ p(i, j).

```lean
/-- The marginal distribution of the second subsystem. -/
def marg₂ (p : ι × κ → ℝ) (j : κ) : ℝ := ∑ i, p (i, j)
```

Removing the correlations while keeping both marginals gives q(x) = p₁(i) p₂(j).

```lean
/-- The product of the two marginals of `p`. -/
def uncorrelated (p : ι × κ → ℝ) (x : ι × κ) : ℝ := marg₁ p x.1 * marg₂ p x.2
```

The mutual information is I(p) = S(p₁) + S(p₂) − S(p).

```lean
/-- The mutual information of the two subsystems. -/
def mutualInfo (p : ι × κ → ℝ) : ℝ := entropy (marg₁ p) + entropy (marg₂ p) - entropy p
```

The relative entropy compares two positive distributions:

D(p‖q) = Σₓ p(x) (log p(x) − log q(x)).

```lean
/-- The relative entropy of `p` with respect to `q`, for positive `p` and `q`. -/
def relEntropy (p q : α → ℝ) : ℝ := ∑ x, p x * (Real.log (p x) - Real.log (q x))
```

## Relative entropy is nonnegative

For t > 0 we have log t ≤ t − 1, with equality only at t = 1. Put t = q(x)/p(x) and multiply by p(x):

p(x) (log p(x) − log q(x)) − (p(x) − q(x)) ≥ 0.

If p and q have the same total weight, the terms p(x) − q(x) sum to zero, and so D(p‖q) ≥ 0. If D(p‖q) = 0, every term above vanishes, which forces q(x)/p(x) = 1 for every x. In the code `key` is the termwise inequality, and the strict form of the logarithm bound settles the case of equality.

```lean
/-- Gibbs' inequality: for positive distributions of equal total weight the relative entropy
is nonnegative, and it vanishes only if they coincide. -/
theorem gibbs_inequality {p q : α → ℝ} (hp : ∀ x, 0 < p x) (hq : ∀ x, 0 < q x)
    (h : ∑ x, p x = ∑ x, q x) :
    0 ≤ relEntropy p q ∧ (relEntropy p q = 0 → p = q) := by
  have hc : ∀ x, p x * (q x / p x) = q x := fun x => by
    have := (hp x).ne'
    field_simp
  -- each term is nonnegative, because log t ≤ t - 1
  have key : ∀ x, 0 ≤ p x * (Real.log (p x) - Real.log (q x)) - (p x - q x) := fun x => by
    have h1 := Real.log_le_sub_one_of_pos (div_pos (hq x) (hp x))
    rw [Real.log_div (hq x).ne' (hp x).ne'] at h1
    have h2 := mul_le_mul_of_nonneg_left h1 (hp x).le
    rw [mul_sub (p x) (q x / p x), hc x] at h2
    linarith
  have hs : relEntropy p q
      = ∑ x, (p x * (Real.log (p x) - Real.log (q x)) - (p x - q x)) := by
    simp only [relEntropy, sum_sub_distrib, h, sub_self, sub_zero]
  refine ⟨by rw [hs]; exact sum_nonneg fun x _ => key x, fun h0 => ?_⟩
  rw [hs] at h0
  have hz := (sum_eq_zero_iff_of_nonneg (fun x _ => key x)).1 h0
  funext x
  by_contra hne
  -- the inequality log t < t - 1 is strict for t ≠ 1
  have h1 := Real.log_lt_sub_one_of_pos (div_pos (hq x) (hp x))
    (fun e => hne ((div_eq_one_iff_eq (hp x).ne').1 e).symm)
  rw [Real.log_div (hq x).ne' (hp x).ne'] at h1
  have h2 := mul_lt_mul_of_pos_left h1 (hp x)
  rw [mul_sub (p x) (q x / p x), hc x] at h2
  linarith [hz x (mem_univ x)]
```

## Local observables do not see correlations

For an observable f(i) + g(j), summing first over the index that does not occur gives

Σₓ p(x) (f(i) + g(j)) = Σᵢ p₁(i) f(i) + Σⱼ p₂(j) g(j).

```lean
/-- The average of a sum of local observables is computed from the marginals. -/
theorem mean_marginals (p : ι × κ → ℝ) (f : ι → ℝ) (g : κ → ℝ) :
    ∑ x, p x * (f x.1 + g x.2) = ∑ i, marg₁ p i * f i + ∑ j, marg₂ p j * g j := by
  simp only [mul_add, sum_add_distrib, marg₁, marg₂, sum_mul]
  congr 1
  · exact Fintype.sum_prod_type _
  · exact Fintype.sum_prod_type_right _
```

If p is normalised, so are p₁ and p₂. Then Σⱼ p₁(i) p₂(j) = p₁(i), and likewise for the second part, so q has the same marginals as p. By the previous formula

Σₓ q(x) (f(i) + g(j)) = Σₓ p(x) (f(i) + g(j)).

The equalities of marginals are `e1` and `e2`.

```lean
/-- For normalised `p`, sums of local observables have the same average in `p` and in the
product of its marginals. -/
theorem mean_uncorrelated {p : ι × κ → ℝ} (h : ∑ x, p x = 1) (f : ι → ℝ) (g : κ → ℝ) :
    ∑ x, uncorrelated p x * (f x.1 + g x.2) = ∑ x, p x * (f x.1 + g x.2) := by
  have h1 : ∑ i, marg₁ p i = 1 := by
    simpa [h] using (mean_marginals p (fun _ => 1) (fun _ => 0)).symm
  have h2 : ∑ j, marg₂ p j = 1 := by
    simpa [h] using (mean_marginals p (fun _ => 0) (fun _ => 1)).symm
  have e1 : marg₁ (uncorrelated p) = marg₁ p := by
    funext i
    change ∑ j, marg₁ p i * marg₂ p j = _
    rw [← mul_sum, h2, mul_one]
  have e2 : marg₂ (uncorrelated p) = marg₂ p := by
    funext j
    change ∑ i, marg₁ p i * marg₂ p j = _
    rw [← sum_mul, h1, one_mul]
  rw [mean_marginals (uncorrelated p) f g, mean_marginals p f g, e1, e2]
```

## Mutual information as a relative entropy

For positive p the marginals are positive, and the logarithm of q splits into local terms:

log q(x) = log p₁(i) + log p₂(j).

```lean
/-- For positive `p` the product of the marginals is positive and its logarithm is a sum of
local terms. -/
theorem log_uncorrelated {p : ι × κ → ℝ} (hp : ∀ x, 0 < p x) (x : ι × κ) :
    0 < uncorrelated p x ∧ Real.log (uncorrelated p x)
      = Real.log (marg₁ p x.1) + Real.log (marg₂ p x.2) := by
  have h1 : 0 < marg₁ p x.1 := sum_pos (fun j _ => hp _) ⟨x.2, mem_univ _⟩
  have h2 : 0 < marg₂ p x.2 := sum_pos (fun i _ => hp _) ⟨x.1, mem_univ _⟩
  exact ⟨mul_pos h1 h2, Real.log_mul h1.ne' h2.ne'⟩
```

The average of this logarithm in p therefore needs only the marginals:

D(p‖q) = Σₓ p(x) log p(x) − Σᵢ p₁(i) log p₁(i) − Σⱼ p₂(j) log p₂(j) = −S(p) + S(p₁) + S(p₂) = I(p).

```lean
/-- For positive `p` the mutual information is the relative entropy of `p` with respect to
the product of its marginals. -/
theorem mutualInfo_eq_relEntropy {p : ι × κ → ℝ} (hp : ∀ x, 0 < p x) :
    mutualInfo p = relEntropy p (uncorrelated p) := by
  have hm : ∑ x, p x * (Real.log (marg₁ p x.1) + Real.log (marg₂ p x.2))
      = ∑ i, marg₁ p i * Real.log (marg₁ p i) + ∑ j, marg₂ p j * Real.log (marg₂ p j) :=
    mean_marginals p (fun i => Real.log (marg₁ p i)) (fun j => Real.log (marg₂ p j))
  have hr : relEntropy p (uncorrelated p) = ∑ x, p x * Real.log (p x)
      - ∑ x, p x * (Real.log (marg₁ p x.1) + Real.log (marg₂ p x.2)) := by
    rw [relEntropy, ← sum_sub_distrib]
    refine sum_congr rfl fun x _ => ?_
    rw [(log_uncorrelated hp x).2]
    ring
  rw [hr, hm]
  simp only [mutualInfo, entropy]
  ring
```

## An exact balance for the Gibbs state

On a nonempty set of states Z is a sum of positive terms. The Gibbs distribution is then positive and normalised, and

log p(x) = −b E(x) − log Z.

```lean
/-- On a nonempty set of states the Gibbs distribution is positive and normalised, and its
logarithm is `-b E - log Z`. -/
theorem gibbs_spec [Nonempty α] (b : ℝ) (E : α → ℝ) :
    (∀ x, 0 < gibbs b E x) ∧ ∑ x, gibbs b E x = 1 ∧
      ∀ x, Real.log (gibbs b E x) = -b * E x - Real.log (partitionFn b E) := by
  have hZ : 0 < partitionFn b E := sum_pos (fun y _ => Real.exp_pos _) univ_nonempty
  refine ⟨fun x => div_pos (Real.exp_pos _) hZ, ?_, fun x => ?_⟩
  · simp only [gibbs]
    rw [← sum_div]
    exact div_self hZ.ne'
  · rw [gibbs, Real.log_div (Real.exp_pos _).ne' hZ.ne', Real.log_exp]
```

From here on p is the Gibbs distribution of E, both parts have at least one state, and ⟨V⟩_p and ⟨V⟩_q are the averages of V in p and in q. Subtracting the two logarithms gives

log p(x) − log q(x) = [−b A(i) − log Z − log p₁(i)] + [−b B(j) − log p₂(j)] − b V(x).

The brackets are local, so their averages in p and q agree. Adding the two relative entropies,

D(p‖q) + D(q‖p) = Σₓ (p(x) − q(x)) (log p(x) − log q(x)) = b (⟨V⟩_q − ⟨V⟩_p).

Since D(p‖q) = I(p), this reads

I(p) + D(q‖p) = b (⟨V⟩_q − ⟨V⟩_p),

for every real b. In the code `hloc` is the agreement of the local averages, `key` is the termwise algebra, and `linarith` combines them.

```lean
variable [Nonempty ι] [Nonempty κ]

/-- In the Gibbs state, mutual information plus the reversed relative entropy equals `b` times
the change of the mean coupling energy when the correlations are removed. -/
theorem mutualInfo_add_relEntropy (b : ℝ) (A : ι → ℝ) (B : κ → ℝ) (V : ι × κ → ℝ) :
    mutualInfo (gibbs b (energy A B V))
      + relEntropy (uncorrelated (gibbs b (energy A B V))) (gibbs b (energy A B V))
    = b * (∑ x, uncorrelated (gibbs b (energy A B V)) x * V x
      - ∑ x, gibbs b (energy A B V) x * V x) := by
  obtain ⟨hp, h1, hlog⟩ := gibbs_spec b (energy A B V)
  set p := gibbs b (energy A B V)
  set z := Real.log (partitionFn b (energy A B V))
  rw [mutualInfo_eq_relEntropy hp]
  -- the local part of log p - log q has equal averages in p and q
  have hloc := mean_uncorrelated h1 (fun i => -b * A i - z - Real.log (marg₁ p i))
    (fun j => -b * B j - Real.log (marg₂ p j))
  have key : relEntropy p (uncorrelated p) + relEntropy (uncorrelated p) p
      - b * (∑ x, uncorrelated p x * V x - ∑ x, p x * V x)
      = ∑ x, p x * ((-b * A x.1 - z - Real.log (marg₁ p x.1))
          + (-b * B x.2 - Real.log (marg₂ p x.2)))
      - ∑ x, uncorrelated p x * ((-b * A x.1 - z - Real.log (marg₁ p x.1))
          + (-b * B x.2 - Real.log (marg₂ p x.2))) := by
    simp only [relEntropy, mul_sum, ← sum_add_distrib, ← sum_sub_distrib]
    refine sum_congr rfl fun x _ => ?_
    have hE : energy A B V x = A x.1 + B x.2 + V x := rfl
    rw [(log_uncorrelated hp x).2, hlog x, hE]
    ring
  linarith
```

## The bound by the coupling strength

Lean's norm `‖V‖` of a real function on a finite set is the largest value of |V(x)|. An average in a normalised positive distribution r satisfies

|Σₓ r(x) V(x)| ≤ Σₓ r(x) |V(x)| ≤ ‖V‖,

which is `hmean`. Hence ⟨V⟩_q − ⟨V⟩_p ≤ 2‖V‖. Dropping D(q‖p) ≥ 0 from the balance and using b ≥ 0,

I(p) ≤ b (⟨V⟩_q − ⟨V⟩_p) ≤ 2b‖V‖.

The lower bound I(p) = D(p‖q) ≥ 0 comes from Gibbs' inequality. The theorem states both bounds for all A, B and V; the local energies do not enter the upper one.

```lean
/-- Thermal area law: for `b ≥ 0` the mutual information of the Gibbs state lies between zero
and `2 b ‖V‖`, where `‖V‖` is the largest absolute value of the coupling. -/
theorem thermal_area_law {b : ℝ} (hb : 0 ≤ b) (A : ι → ℝ) (B : κ → ℝ) (V : ι × κ → ℝ) :
    0 ≤ mutualInfo (gibbs b (energy A B V)) ∧
      mutualInfo (gibbs b (energy A B V)) ≤ 2 * b * ‖V‖ := by
  obtain ⟨hp, h1, -⟩ := gibbs_spec b (energy A B V)
  have hid := mutualInfo_add_relEntropy b A B V
  set p := gibbs b (energy A B V)
  have hq := fun x => (log_uncorrelated hp x).1
  have hq1 : ∑ x, uncorrelated p x = 1 := by
    simpa [h1] using mean_uncorrelated h1 (fun _ => 1) (fun _ => 0)
  -- every average of V is at most ‖V‖ in absolute value
  have hmean : ∀ r : ι × κ → ℝ, (∀ x, 0 < r x) → ∑ x, r x = 1 →
      |∑ x, r x * V x| ≤ ‖V‖ := fun r hr hr1 =>
    calc |∑ x, r x * V x| ≤ ∑ x, |r x * V x| := abs_sum_le_sum_abs _ _
      _ ≤ ∑ x, r x * ‖V‖ := sum_le_sum fun x _ => by
          rw [abs_mul, abs_of_pos (hr x), ← Real.norm_eq_abs]
          exact mul_le_mul_of_nonneg_left (norm_le_pi_norm V x) (hr x).le
      _ = ‖V‖ := by rw [← sum_mul, hr1, one_mul]
  constructor
  · rw [mutualInfo_eq_relEntropy hp]
    exact (gibbs_inequality hp hq (h1.trans hq1.symm)).1
  · have hD := (gibbs_inequality hq hp (hq1.trans h1.symm)).1
    have hu := (abs_le.1 (hmean _ hq hq1)).2
    have hl := (abs_le.1 (hmean p hp h1)).1
    have hd : ∑ x, uncorrelated p x * V x - ∑ x, p x * V x ≤ 2 * ‖V‖ := by linarith
    have := mul_le_mul_of_nonneg_left hd hb
    linarith
```

## Counting boundary terms

On a lattice with short-range interactions that is divided completely into two blocks, A and B hold everything inside the blocks, and V is a sum of terms v(e, x) over the bonds e that cross the boundary. The constant J limits the energy of a single bond; for Ising spins ±1 it is the magnitude of the exchange constant. If |v(e, x)| ≤ J for each of n bonds, the triangle inequality gives ‖V‖ ≤ nJ, and therefore

I(p) ≤ 2b n J.

At fixed b and J the bound grows with the boundary and not with the volume. In the statement `bd` is the finite set of boundary terms and `bd.card` is n. No lattice geometry is assumed: how n scales with the size of a block is supplied by the application.

```lean
/-- If the coupling is a sum of boundary terms, each at most `J` in absolute value, then for
`b ≥ 0` the mutual information is at most `2 b J` times the number of boundary terms. -/
theorem mutualInfo_le_boundary {β : Type*} {b J : ℝ} (hb : 0 ≤ b) (A : ι → ℝ) (B : κ → ℝ)
    (bd : Finset β) (v : β → ι × κ → ℝ) (hv : ∀ e ∈ bd, ∀ x, |v e x| ≤ J) :
    mutualInfo (gibbs b (energy A B (fun x => ∑ e ∈ bd, v e x))) ≤ 2 * b * (bd.card * J) := by
  have hs : ∀ x, |∑ e ∈ bd, v e x| ≤ bd.card * J := fun x =>
    calc |∑ e ∈ bd, v e x| ≤ ∑ e ∈ bd, |v e x| := abs_sum_le_sum_abs _ _
      _ ≤ ∑ _e ∈ bd, J := sum_le_sum fun e he => hv e he x
      _ = bd.card * J := by rw [sum_const, nsmul_eq_mul]
  have hn : ‖fun x => ∑ e ∈ bd, v e x‖ ≤ bd.card * J :=
    (pi_norm_le_iff_of_nonneg ((abs_nonneg _).trans (hs (Classical.arbitrary _)))).2 hs
  exact (thermal_area_law hb A B _).2.trans
    (mul_le_mul_of_nonneg_left hn (by positivity))
```

## When the two parts are independent

Let b ≠ 0. If I(p) = 0, then D(p‖q) = 0 and p = q. Equating the logarithms and solving for V,

V(x) = [−(log p₁(i) + log Z)/b − A(i)] + [−log p₂(j)/b − B(j)],

so the coupling is a sum of two local energies. Conversely, if V(x) = f(i) + g(j), its averages in p and q agree, and the balance becomes I(p) + D(q‖p) = 0. Both terms are nonnegative, so I(p) = 0.

At b = 0 the distribution is uniform and I(p) = 0 for every V, including couplings that do not split in this way.

```lean
/-- For `b ≠ 0` the mutual information of the Gibbs state vanishes exactly when the coupling
is a sum of two local energies. -/
theorem mutualInfo_eq_zero_iff {b : ℝ} (hb : b ≠ 0) (A : ι → ℝ) (B : κ → ℝ)
    (V : ι × κ → ℝ) :
    mutualInfo (gibbs b (energy A B V)) = 0 ↔
      ∃ (f : ι → ℝ) (g : κ → ℝ), ∀ x, V x = f x.1 + g x.2 := by
  obtain ⟨hp, h1, hlog⟩ := gibbs_spec b (energy A B V)
  have hid := mutualInfo_add_relEntropy b A B V
  set p := gibbs b (energy A B V)
  set z := Real.log (partitionFn b (energy A B V))
  have hq := fun x => (log_uncorrelated hp x).1
  have hq1 : ∑ x, uncorrelated p x = 1 := by
    simpa [h1] using mean_uncorrelated h1 (fun _ => 1) (fun _ => 0)
  have hI := gibbs_inequality hp hq (h1.trans hq1.symm)
  rw [← mutualInfo_eq_relEntropy hp] at hI
  constructor
  · intro h0
    -- p is a product, so its logarithm, and with it V, is a sum of local terms
    refine ⟨fun i => -(Real.log (marg₁ p i) + z) / b - A i,
      fun j => -Real.log (marg₂ p j) / b - B j, fun x => ?_⟩
    have e := (congrArg Real.log (congrFun (hI.2 h0) x)).trans (log_uncorrelated hp x).2
    have hE : energy A B V x = A x.1 + B x.2 + V x := rfl
    rw [hlog x, hE] at e
    field_simp
    linarith
  · rintro ⟨f, g, hV⟩
    have hm : ∑ x, uncorrelated p x * V x = ∑ x, p x * V x := by
      simp only [hV]
      exact mean_uncorrelated h1 f g
    rw [hm, sub_self, mul_zero] at hid
    linarith [hI.1, (gibbs_inequality hq hp (hq1.trans h1.symm)).1]

end

end ThermalAreaLaw
```

```lean
#print axioms ThermalAreaLaw.thermal_area_law
#print axioms ThermalAreaLaw.mutualInfo_le_boundary
#print axioms ThermalAreaLaw.mutualInfo_eq_zero_iff
```

```
'ThermalAreaLaw.thermal_area_law' depends on axioms: [propext, Classical.choice, Quot.sound]
'ThermalAreaLaw.mutualInfo_le_boundary' depends on axioms: [propext, Classical.choice, Quot.sound]
'ThermalAreaLaw.mutualInfo_eq_zero_iff' depends on axioms: [propext, Classical.choice, Quot.sound]
```
